# Exact exchange with local fraction $1/\sqrt{\varepsilon_i\varepsilon_j}$ is negative semidefinite for positive semidefinite density matrix and interaction

## Two points with different screening

In their simplest, global form, dielectric-dependent hybrids scale exact exchange by $1/\varepsilon$, because a medium with dielectric constant $\varepsilon$ screens the interaction by that factor. At an interface $\varepsilon$ varies in space, and a pair of points needs one common fraction.

Take two grid points with $\varepsilon=(1,4)$, and let every entry of the density matrix $\gamma$ and the interaction $v$ be 1. The geometric mean of the local fractions $1$ and $1/4$ is $1/2$, so the exchange matrix $K$ satisfies

$$x^\dagger Kx=-\left|x_1+\tfrac12x_2\right|^2\le 0 .$$

The arithmetic mean is $5/8$. For $x=(-5,8)$ it gives $-(25-50+16)=+9$, or $9/89$ after normalising $x$. Here $\gamma$ has eigenvalue 2; halving it to describe one normalised orbital halves these values and keeps their sign.

## The general grid

For a finite grid and $\varepsilon_i>0$, define

$$K_{ij}=-\frac{\gamma_{ij}v_{ij}}{\sqrt{\varepsilon_i\varepsilon_j}} .$$

If $\gamma$ and $v$ are positive semidefinite, $K$ is Hermitian and $x^\dagger Kx$ is real and nonpositive for every $x$. For a real symmetric $v$, the condition on it says that no charge distribution has negative interaction energy. In a hybrid calculation with fixed $\gamma$ and $\varepsilon$ on a finite grid, this exchange term therefore never raises the energy expectation value of an orbital.

## Splitting exchange into pair amplitudes

Hermiticity follows entry by entry: $\overline{K_{ji}}=-\overline{\gamma_{ji}}\,\overline{v_{ji}}/\sqrt{\varepsilon_j\varepsilon_i}=K_{ij}$.

For the sign, diagonalise $\gamma$ and absorb the square roots of the occupations into the orbitals:

$$\gamma_{ij}=\sum_k\varphi_k(i)\overline{\varphi_k(j)} .$$

Define $a_k(j)=\overline{\varphi_k(j)}\,x_j/\sqrt{\varepsilon_j}$. Since $\sqrt{\varepsilon_i\varepsilon_j}=\sqrt{\varepsilon_i}\sqrt{\varepsilon_j}$,

$$x^\dagger Kx=-\sum_k\sum_{ij}\overline{a_k(i)}\,v_{ij}\,a_k(j)=-\sum_k a_k^\dagger v a_k\le0 .$$

If $v$ is positive definite, equality forces every $a_k$ to vanish. Because $\gamma_{ii}=\sum_k|\varphi_k(i)|^2$, this happens exactly when $x_i=0$ wherever $\gamma_{ii}\ne0$.

Finally, $\operatorname{Tr}(K\gamma)=\sum_k\varphi_k^\dagger K\varphi_k$ is twice the exchange energy of one spin channel with density matrix $\gamma$. Each term is nonpositive. If the sum were zero, each orbital would vanish wherever the density is nonzero, and it vanishes elsewhere anyway, so $\gamma=0$. Hence the trace is strictly negative for $\gamma\ne0$ and positive definite $v$.

## Reading the Lean statement

The finite type `n` labels grid points, `γ` and `v` are complex matrices, and `ε` is a real function on the grid. `PosSemidef` includes Hermiticity. The expression `star x ⬝ᵥ (screenedExchange γ v ε *ᵥ x)` is $x^\dagger Kx$ for an unnormalised vector. In the order used on the complex numbers, `≤ 0` also says that the value is real.

The main theorem, `screenedExchange_negSemidef`, first states $\sqrt{\varepsilon_i\varepsilon_j}K_{ij}=-\gamma_{ij}v_{ij}$. This identifies the entries as true quotients, whereas Lean would set a quotient by zero to zero.

The product $\gamma_{ij}v_{ij}$ is entrywise. The matrix product `γ * v` is in general a different matrix, Hermitian only when the two matrices commute.

Neither a bound on the occupations nor a particular form of $v$ is assumed. The passage from the continuum exchange operator to grid matrices, including quadrature weights and the Coulomb singularity at $i=j$, remains a separate step.

```lean
import Mathlib

open Matrix
open scoped ComplexOrder MatrixOrder

namespace DielectricHybridExchange

noncomputable section

variable {n m : Type*} [Fintype n] [Fintype m]

/-- Exact exchange on a grid with the position-dependent fraction `1/√(ε i * ε j)`,
for a density matrix `γ`, an interaction `v` and local dielectric constants `ε i > 0`. -/
def screenedExchange (γ v : Matrix n n ℂ) (ε : n → ℝ) : Matrix n n ℂ :=
  Matrix.of fun i j => -(γ i j * v i j) / ((Real.sqrt (ε i * ε j) : ℝ) : ℂ)

/-- The product of a conjugated orbital `φ` and a vector `x`, divided at each grid point by the
square root of the local dielectric constant `ε j > 0`. -/
def pairAmplitude (φ : n → ℂ) (ε : n → ℝ) (x : n → ℂ) : n → ℂ :=
  fun j => star (φ j) * x j / ((Real.sqrt (ε j) : ℝ) : ℂ)

/-- A positive semidefinite density matrix is a sum over (unnormalised) orbitals. -/
theorem exists_orbitals {γ : Matrix n n ℂ} (hγ : γ.PosSemidef) :
    ∃ φ : n → n → ℂ, ∀ i j, γ i j = ∑ k, φ k i * star (φ k j) := by
  classical
  obtain ⟨B, hB⟩ := CStarAlgebra.nonneg_iff_eq_star_mul_self.mp
    (Matrix.nonneg_iff_posSemidef.mpr hγ)
  refine ⟨fun k i => star (B k i), fun i j => ?_⟩
  rw [hB, Matrix.mul_apply]
  refine Finset.sum_congr rfl fun k _ => ?_
  rw [star_star, Matrix.star_apply]

omit [Fintype n] in
/-- If `γ` is the sum over the orbitals `φ k`, the density `γ i i` at a grid point vanishes exactly
when every one of these orbitals vanishes there. -/
theorem density_eq_zero_iff {γ : Matrix n n ℂ} {φ : m → n → ℂ}
    (hφ : ∀ i j, γ i j = ∑ k, φ k i * star (φ k j)) (i : n) :
    γ i i = 0 ↔ ∀ k, φ k i = 0 := by
  rw [hφ, Finset.sum_eq_zero_iff_of_nonneg (fun k _ => mul_star_self_nonneg _)]
  simp

/-- If `γ` is the sum over the orbitals `φ k` and the dielectric constants are positive, the
expectation value of screened exchange is minus the sum of the interaction energies of the pair
amplitudes, one for each orbital. -/
theorem expectation_eq {γ : Matrix n n ℂ} (v : Matrix n n ℂ) {ε : n → ℝ} {φ : m → n → ℂ}
    (hφ : ∀ i j, γ i j = ∑ k, φ k i * star (φ k j)) (hε : ∀ i, 0 < ε i) (x : n → ℂ) :
    star x ⬝ᵥ (screenedExchange γ v ε *ᵥ x) =
      -∑ k, star (pairAmplitude (φ k) ε x) ⬝ᵥ (v *ᵥ pairAmplitude (φ k) ε x) := by
  -- the identity holds for each pair of grid points
  have h : ∀ i j, star (x i) * (screenedExchange γ v ε i j * x j) =
      -∑ k, star (pairAmplitude (φ k) ε x i) * (v i j * pairAmplitude (φ k) ε x j) := by
    intro i j
    have hs : star ((Real.sqrt (ε i) : ℝ) : ℂ) = ((Real.sqrt (ε i) : ℝ) : ℂ) :=
      Complex.conj_ofReal _
    have hk : ∀ k, star (pairAmplitude (φ k) ε x i) * (v i j * pairAmplitude (φ k) ε x j) =
        φ k i * star (φ k j) * (star (x i) * v i j * x j /
          (((Real.sqrt (ε i) : ℝ) : ℂ) * ((Real.sqrt (ε j) : ℝ) : ℂ))) := by
      intro k
      simp only [pairAmplitude, star_div₀, star_mul', star_star, hs]
      ring
    rw [Finset.sum_congr rfl fun k _ => hk k, ← Finset.sum_mul, ← hφ]
    simp only [screenedExchange, Matrix.of_apply, Real.sqrt_mul (hε i).le, Complex.ofReal_mul]
    ring
  -- it remains to exchange the order of the sums
  simp only [dotProduct, Matrix.mulVec, Finset.mul_sum, Pi.star_apply, h,
    Finset.sum_neg_distrib]
  congr 1
  symm
  rw [Finset.sum_comm]
  exact Finset.sum_congr rfl fun i _ => Finset.sum_comm

/-- For positive semidefinite `γ` and `v` and positive dielectric constants, the matrix with
entries `-γ i j * v i j / √(ε i * ε j)` is Hermitian and negative semidefinite. -/
theorem screenedExchange_negSemidef {γ v : Matrix n n ℂ} {ε : n → ℝ}
    (hγ : γ.PosSemidef) (hv : v.PosSemidef) (hε : ∀ i, 0 < ε i) :
    (∀ i j, ((Real.sqrt (ε i * ε j) : ℝ) : ℂ) * screenedExchange γ v ε i j =
      -(γ i j * v i j)) ∧
    (screenedExchange γ v ε).IsHermitian ∧
    ∀ x : n → ℂ, star x ⬝ᵥ (screenedExchange γ v ε *ᵥ x) ≤ 0 := by
  refine ⟨fun i j => ?_, Matrix.IsHermitian.ext fun i j => ?_, fun x => ?_⟩
  · have hne : ((Real.sqrt (ε i * ε j) : ℝ) : ℂ) ≠ 0 :=
      Complex.ofReal_ne_zero.mpr (Real.sqrt_pos.mpr (mul_pos (hε i) (hε j))).ne'
    simp only [screenedExchange, Matrix.of_apply]
    field_simp
  · have hs : star ((Real.sqrt (ε j * ε i) : ℝ) : ℂ) = ((Real.sqrt (ε j * ε i) : ℝ) : ℂ) :=
      Complex.conj_ofReal _
    simp only [screenedExchange, Matrix.of_apply, star_div₀, star_neg, star_mul',
      hγ.1.apply, hv.1.apply, hs]
    rw [mul_comm (ε j)]
  · obtain ⟨φ, hφ⟩ := exists_orbitals hγ
    rw [expectation_eq v hφ hε]
    exact neg_nonpos.mpr (Finset.sum_nonneg fun k _ => hv.dotProduct_mulVec_nonneg _)

/-- For positive semidefinite `γ`, positive definite `v` and positive dielectric constants, the
expectation value vanishes exactly for vectors that are zero wherever the density is not. -/
theorem expectation_eq_zero_iff {γ v : Matrix n n ℂ} {ε : n → ℝ}
    (hγ : γ.PosSemidef) (hv : v.PosDef) (hε : ∀ i, 0 < ε i) (x : n → ℂ) :
    star x ⬝ᵥ (screenedExchange γ v ε *ᵥ x) = 0 ↔ ∀ i, γ i i = 0 ∨ x i = 0 := by
  obtain ⟨φ, hφ⟩ := exists_orbitals hγ
  rw [expectation_eq v hφ hε, neg_eq_zero, Finset.sum_eq_zero_iff_of_nonneg
    (fun k _ => hv.posSemidef.dotProduct_mulVec_nonneg _)]
  constructor
  · intro h i
    by_cases hx : x i = 0
    · exact Or.inr hx
    refine Or.inl ((density_eq_zero_iff hφ i).mpr fun k => ?_)
    -- a positive definite interaction forces each pair amplitude to vanish
    have hy : pairAmplitude (φ k) ε x = 0 := by
      by_contra hne
      exact (hv.dotProduct_mulVec_pos hne).ne' (h k (Finset.mem_univ k))
    have hyi := congrFun hy i
    have hs : ((Real.sqrt (ε i) : ℝ) : ℂ) ≠ 0 :=
      Complex.ofReal_ne_zero.mpr (Real.sqrt_pos.mpr (hε i)).ne'
    simp only [pairAmplitude, Pi.zero_apply, div_eq_zero_iff, mul_eq_zero, star_eq_zero,
      hx, hs, or_false] at hyi
    exact hyi
  · intro h k _
    have hy : pairAmplitude (φ k) ε x = 0 := by
      funext i
      rcases h i with h0 | h0
      · simp [pairAmplitude, (density_eq_zero_iff hφ i).mp h0 k]
      · simp [pairAmplitude, h0]
    rw [hy, Matrix.mulVec_zero, dotProduct_zero]

/-- For a nonzero positive semidefinite `γ`, positive definite `v` and positive dielectric
constants, the trace of screened exchange times `γ` is negative. For the density matrix `γ` of one
spin channel, this trace is twice the exchange energy of that channel. -/
theorem trace_exchange_neg {γ v : Matrix n n ℂ} {ε : n → ℝ}
    (hγ : γ.PosSemidef) (hγ0 : γ ≠ 0) (hv : v.PosDef) (hε : ∀ i, 0 < ε i) :
    (screenedExchange γ v ε * γ).trace < 0 := by
  obtain ⟨φ, hφ⟩ := exists_orbitals hγ
  -- the trace is the sum of the expectation values in the orbitals
  have ht : (screenedExchange γ v ε * γ).trace =
      ∑ k, star (φ k) ⬝ᵥ (screenedExchange γ v ε *ᵥ φ k) := by
    simp only [Matrix.trace, Matrix.diag_apply, Matrix.mul_apply, dotProduct, Matrix.mulVec,
      Pi.star_apply, Finset.mul_sum]
    symm
    rw [Finset.sum_comm]
    refine Finset.sum_congr rfl fun i _ => ?_
    rw [Finset.sum_comm]
    refine Finset.sum_congr rfl fun j _ => ?_
    rw [hφ j i, Finset.mul_sum]
    exact Finset.sum_congr rfl fun k _ => by ring
  have hn := (screenedExchange_negSemidef hγ hv.posSemidef hε).2.2
  rw [ht]
  refine lt_of_le_of_ne (Finset.sum_nonpos fun k _ => hn (φ k)) fun h0 => hγ0 ?_
  rw [Finset.sum_eq_zero_iff_of_nonpos (fun k _ => hn (φ k))] at h0
  -- a zero trace would make every orbital vanish at every grid point
  have hz : ∀ k i, φ k i = 0 := fun k i =>
    ((expectation_eq_zero_iff hγ hv hε (φ k)).mp (h0 k (Finset.mem_univ k)) i).elim
      (fun h => (density_eq_zero_iff hφ i).mp h k) id
  ext i j
  simp [hφ i j, hz]

/-- Exchange with the arithmetic mean of the local fractions `1/ε i` and `1/ε j`,
for dielectric constants `ε i > 0`. -/
def arithmeticExchange (γ v : Matrix n n ℂ) (ε : n → ℝ) : Matrix n n ℂ :=
  Matrix.of fun i j => -(γ i j * v i j) * (((1 / ε i + 1 / ε j) / 2 : ℝ) : ℂ)

/-- With the arithmetic mean, negative semidefiniteness fails: on two grid points with
`ε = (1, 4)` and `γ = v` the positive semidefinite matrix of ones, the vector `(-5, 8)` has
expectation value `9`. -/
theorem arithmeticExchange_not_negSemidef :
    (!![1, 1; 1, 1] : Matrix (Fin 2) (Fin 2) ℂ).PosSemidef ∧
    star ![(-5 : ℂ), 8] ⬝ᵥ
      (arithmeticExchange !![1, 1; 1, 1] !![1, 1; 1, 1] ![1, 4] *ᵥ ![(-5 : ℂ), 8]) = 9 := by
  constructor
  · have h : (!![1, 1; 1, 1] : Matrix (Fin 2) (Fin 2) ℂ) =
        (!![1, 1; 0, 0] : Matrix (Fin 2) (Fin 2) ℂ)ᴴ * !![1, 1; 0, 0] := by
      ext i j
      fin_cases i <;> fin_cases j <;> simp [Matrix.mul_apply, Fin.sum_univ_succ]
    rw [h]
    exact Matrix.posSemidef_conjTranspose_mul_self _
  · have h8 : (starRingEnd ℂ) 8 = 8 := map_ofNat (starRingEnd ℂ) 8
    simp [arithmeticExchange, dotProduct, Matrix.mulVec, Fin.sum_univ_two]
    norm_num
    rw [h8]
    norm_num

end

end DielectricHybridExchange
```

```lean
#print axioms DielectricHybridExchange.trace_exchange_neg
#print axioms DielectricHybridExchange.arithmeticExchange_not_negSemidef
```

```
'DielectricHybridExchange.trace_exchange_neg' depends on axioms: [propext, Classical.choice, Quot.sound]
'DielectricHybridExchange.arithmeticExchange_not_negSemidef' depends on axioms: [propext, Classical.choice, Quot.sound]
```

## From orbitals to the sign in Lean

`exists_orbitals` writes $\gamma=B^\dagger B$ and takes the conjugated rows of $B$ as orbitals, which replaces the diagonalisation above. `density_eq_zero_iff` uses the fact that a sum of nonnegative terms vanishes only if each term does.

`expectation_eq` is the pair-amplitude identity. Its inner statement `h` treats one pair of grid points: `Real.sqrt_mul` splits the square root and `ring` compares the factors. `Finset.sum_comm` then moves the orbital sum outside.

The main theorem has three parts. `field_simp` clears the nonzero square root, the Hermiticity of `γ` and `v` gives that of $K$, and `expectation_eq` reduces the sign to a sum of nonnegative interaction energies.

`expectation_eq_zero_iff` uses positive definiteness to make each pair amplitude zero, then reads the result point by point. `trace_exchange_neg` expands the trace over orbitals and applies this criterion to each of them.

`arithmeticExchange_not_negSemidef` factors the matrix of ones as $B^\dagger B$ to show that it is positive semidefinite, and evaluates the two-point example to 9.
